# The exchange integral of a one-dimensional Fermi sea with interaction $e^{-\kappa|x|}$

In the Hartree–Fock treatment of a uniform one-dimensional gas, the exchange energy at each density is a double integral over occupied momenta. For the model interaction $v_0e^{-\kappa|x|}$, that integral can be replaced by a single line of code. In the thermodynamic limit, with plane-wave orbitals filling $[-k,k]$, each spin species contributes

$$\frac{E_x}{L}=-\frac{v_0}{8\pi^2}\,I(k),\qquad I(k)=\int_{-k}^{k}\!\int_{-k}^{k}\frac{2\kappa}{\kappa^2+(p-s)^2}\,ds\,dp .$$

Here $L$ is the length of the system, $v_0$ the interaction strength, $k$ the Fermi wavenumber and $\kappa>0$ the inverse range of the interaction. The claim is

$$I(k)=8k\arctan\frac{2k}{\kappa}-2\kappa\ln\!\Big(1+\frac{4k^2}{\kappa^2}\Big).$$

In code, the logarithm is best computed as `log1p(4*k*k/(kappa*kappa))`, which stays accurate when $k\ll\kappa$. The formula also tests a momentum grid: when $\kappa\ll k$, the integrand has a narrow ridge of width about $\kappa$ along $p=s$, which the grid must resolve.

## From the interaction to the closed form

The interaction is even, so its Fourier transform at momentum transfer $q$ is twice a half-line integral:

$$2\int_0^\infty e^{-\kappa y}\cos(qy)\,dy
=2\left[\frac{e^{-\kappa y}(q\sin qy-\kappa\cos qy)}{\kappa^2+q^2}\right]_0^\infty
=\frac{2\kappa}{\kappa^2+q^2}.$$

Integrating over the occupied momenta $s$ gives the exchange field at $p$:

$$F(p)=\Big[2\arctan\frac{s-p}{\kappa}\Big]_{s=-k}^{k}
=2\Big[\arctan\frac{k-p}{\kappa}+\arctan\frac{k+p}{\kappa}\Big].$$

For the second integration, let

$$A(u)=u\arctan\frac u\kappa-\frac\kappa2\ln\!\Big(1+\frac{u^2}{\kappa^2}\Big).$$

Its derivative is

$$A'(u)=\arctan\frac u\kappa+\frac{u/\kappa}{1+u^2/\kappa^2}-\frac{u/\kappa}{1+u^2/\kappa^2}=\arctan\frac u\kappa .$$

Hence $2[A(k+p)-A(k-p)]$ is an antiderivative of $F(p)$. Since $A(0)=0$,

$$I(k)=2A(2k)-\big(-2A(2k)\big)=4A(2k),$$

which is the claimed formula.

Differentiating gives $I'(k)=8\arctan(2k/\kappa)=4F(k)$, with $F(k)$ the field at the Fermi point. For $k>0$, the arctangent is below $\pi/2$ and the logarithm is positive, so $I(k)<4\pi k$.

## The model in Lean

```lean
import Mathlib

open MeasureTheory Set Filter Topology

namespace FermiSeaExchange

noncomputable section
```

The interaction has unit strength; $v_0$ and the prefactor of the energy are left out.

```lean
/-- The interaction `exp(-κ|x|)` of two particles at distance `|x|` on a line. -/
def interaction (κ x : ℝ) : ℝ := Real.exp (-κ * |x|)
```

The transform is defined as an integral over position, so the Lorentzian has to be proved. The definition fixes the convention: no factor of $1/2\pi$, and $q$ is a wavenumber.

```lean
/-- The Fourier transform of the interaction at momentum transfer `q`, written as a cosine
transform because the interaction is even; the domain is `κ > 0`. -/
def interactionFT (κ q : ℝ) : ℝ := ∫ x : ℝ, interaction κ x * Real.cos (q * x)
```

The next two definitions are $F(p)$ and $I(k)$. The sharply filled interval is assumed, not derived from a Hamiltonian, and $\kappa$ is a given parameter.

```lean
/-- The interaction transform at momentum transfer `p - s`, integrated over the occupied momenta `s`
in `[-k, k]`. -/
def exchangeField (κ k p : ℝ) : ℝ := ∫ s in (-k)..k, interactionFT κ (p - s)

/-- The exchange integral of the Fermi sea `[-k, k]`: the exchange field integrated over
the occupied momenta. -/
def exchangeIntegral (κ k : ℝ) : ℝ := ∫ p in (-k)..k, exchangeField κ k p
```

The function $A$ gets its own name.

```lean
/-- The function `u arctan(u/κ) - (κ/2) ln(1 + (u/κ)²)`, for `κ ≠ 0`. -/
def arctanPrimitive (κ u : ℝ) : ℝ :=
  u * Real.arctan (u / κ) - κ / 2 * Real.log (1 + (u / κ) ^ 2)
```

## The Lorentzian and the field

In the first proof, `heven` rewrites the integrand as a function of $|x|$, and `integral_comp_abs` folds the line in half. The exponential bounds the integrand, which gives integrability (`hint`). Then `hder` checks the antiderivative and `hnum` shows that its numerator vanishes at infinity.

```lean
/-- The Fourier transform of `exp(-κ|x|)` is the Lorentzian `2κ/(κ² + q²)`. -/
theorem interactionFT_eq {κ : ℝ} (hκ : 0 < κ) (q : ℝ) :
    interactionFT κ q = 2 * κ / (κ ^ 2 + q ^ 2) := by
  have hD : κ ^ 2 + q ^ 2 ≠ 0 := by positivity
  have heven : ∀ x : ℝ, interaction κ x * Real.cos (q * x) =
      (fun y : ℝ => Real.exp (-κ * y) * Real.cos (q * y)) |x| := by
    intro x
    rcases abs_choice x with h | h <;> simp only [interaction, h, mul_neg, Real.cos_neg]
  have hint : IntegrableOn (fun y : ℝ => Real.exp (-κ * y) * Real.cos (q * y)) (Ioi 0) := by
    refine Integrable.mono' (exp_neg_integrableOn_Ioi 0 hκ)
      (Continuous.aestronglyMeasurable (by fun_prop)) (Eventually.of_forall fun y => ?_)
    rw [Real.norm_eq_abs, abs_mul, Real.abs_exp]
    exact mul_le_of_le_one_right (Real.exp_pos _).le (Real.abs_cos_le_one _)
  -- an explicit antiderivative on the half-line
  have hder : ∀ y : ℝ, HasDerivAt (fun y : ℝ => Real.exp (-κ * y) *
      (q * Real.sin (q * y) - κ * Real.cos (q * y)) / (κ ^ 2 + q ^ 2))
      (Real.exp (-κ * y) * Real.cos (q * y)) y := by
    intro y
    have h1 := ((hasDerivAt_id' y).const_mul (-κ)).exp
    have h2 := (hasDerivAt_id' y).const_mul q
    refine ((h1.fun_mul ((h2.sin.const_mul q).fun_sub (h2.cos.const_mul κ))).div_const
      (κ ^ 2 + q ^ 2)).congr_deriv ?_
    rw [div_eq_iff hD]
    ring
  -- the antiderivative is a bounded function times a decaying exponential
  have hexp : Tendsto (fun y : ℝ => Real.exp (-κ * y)) atTop (𝓝 0) :=
    Real.tendsto_exp_atBot.comp (tendsto_id.const_mul_atTop_of_neg (neg_lt_zero.mpr hκ))
  have hnum : Tendsto (fun y : ℝ => Real.exp (-κ * y) *
      (q * Real.sin (q * y) - κ * Real.cos (q * y))) atTop (𝓝 0) := by
    refine squeeze_zero_norm (a := fun y : ℝ => Real.exp (-κ * y) * (|q| + κ))
      (fun y => ?_) (by simpa using hexp.mul_const (|q| + κ))
    rw [norm_mul, Real.norm_of_nonneg (Real.exp_pos _).le]
    refine mul_le_mul_of_nonneg_left ?_ (Real.exp_pos _).le
    refine (norm_sub_le _ _).trans (add_le_add ?_ ?_)
    · rw [Real.norm_eq_abs, abs_mul]
      exact mul_le_of_le_one_right (abs_nonneg _) (Real.abs_sin_le_one _)
    · rw [Real.norm_eq_abs, abs_mul, abs_of_pos hκ]
      exact mul_le_of_le_one_right hκ.le (Real.abs_cos_le_one _)
  have hlim := hnum.div_const (κ ^ 2 + q ^ 2)
  have hhalf := integral_Ioi_of_hasDerivAt_of_tendsto' (fun y _ => hder y) hint hlim
  calc interactionFT κ q
      = ∫ x : ℝ, (fun y : ℝ => Real.exp (-κ * y) * Real.cos (q * y)) |x| :=
        integral_congr_ae (Eventually.of_forall heven)
    _ = 2 * ∫ y in Ioi (0 : ℝ), Real.exp (-κ * y) * Real.cos (q * y) :=
        integral_comp_abs (f := fun y : ℝ => Real.exp (-κ * y) * Real.cos (q * y))
    _ = 2 * κ / (κ ^ 2 + q ^ 2) := by
        rw [hhalf]
        simp only [mul_zero, Real.exp_zero, Real.sin_zero, Real.cos_zero]
        ring
```

The field follows from the fundamental theorem of calculus; the oddness of the arctangent turns the lower endpoint into the second term.

```lean
/-- The exchange field at momentum `p` is twice the sum of two arctangents, one for each Fermi
point. -/
theorem exchangeField_eq {κ : ℝ} (hκ : 0 < κ) (k p : ℝ) :
    exchangeField κ k p =
      2 * (Real.arctan ((k - p) / κ) + Real.arctan ((k + p) / κ)) := by
  have hD : ∀ s : ℝ, κ ^ 2 + (p - s) ^ 2 ≠ 0 := fun s => by positivity
  have hκ2 : κ ^ 2 ≠ 0 := by positivity
  have hder : ∀ s : ℝ, HasDerivAt (fun s : ℝ => 2 * Real.arctan ((s - p) / κ))
      (2 * κ / (κ ^ 2 + (p - s) ^ 2)) s := by
    intro s
    have h1 := ((hasDerivAt_id' s).sub_const p).div_const κ
    refine (h1.arctan.const_mul 2).congr_deriv ?_
    have e : 1 + ((s - p) / κ) ^ 2 = (κ ^ 2 + (p - s) ^ 2) / κ ^ 2 := by
      rw [div_pow, eq_div_iff hκ2, add_mul, div_mul_cancel₀ _ hκ2]
      ring
    have hs := hD s
    rw [e]
    field_simp
  have hc : Continuous fun s : ℝ => 2 * κ / (κ ^ 2 + (p - s) ^ 2) :=
    continuous_const.div (by fun_prop) hD
  simp only [exchangeField, interactionFT_eq hκ]
  rw [intervalIntegral.integral_eq_sub_of_hasDerivAt (fun s _ => hder s)
    (hc.intervalIntegrable _ _), show (-k - p) / κ = -((k + p) / κ) by ring,
    Real.arctan_neg]
  ring
```

## The second integration

The theorem on the derivative of $A$ assumes $\kappa\ne0$ instead of $\kappa>0$. The closing `linear_combination` performs the cancellation of the two fractions.

```lean
/-- The derivative of `u arctan(u/κ) - (κ/2) ln(1 + (u/κ)²)` in `u` is `arctan(u/κ)`. -/
theorem hasDerivAt_arctanPrimitive {κ : ℝ} (hκ : κ ≠ 0) (u : ℝ) :
    HasDerivAt (arctanPrimitive κ) (Real.arctan (u / κ)) u := by
  have h1 := (hasDerivAt_id' u).div_const κ
  have h2 : HasDerivAt (fun u : ℝ => 1 + (u / κ) ^ 2) (2 * u / κ ^ 2) u :=
    ((h1.fun_pow 2).const_add 1).congr_deriv (by norm_num; ring)
  have hW : 1 + (u / κ) ^ 2 ≠ 0 := by positivity
  have hc : κ * κ⁻¹ ^ 2 = κ⁻¹ := by field_simp
  refine (((hasDerivAt_id' u).fun_mul h1.arctan).fun_sub
    ((h2.log hW).const_mul (κ / 2))).congr_deriv ?_
  linear_combination (-u / (1 + (u / κ) ^ 2)) * hc
```

The main theorem assumes $\kappa>0$ and allows every real $k$. A Fermi sea has $k\ge0$, with $k=0$ the empty sea; for negative $k$ both integrals run backwards and the two signs cancel. The proof differentiates $2[A(k+p)-A(k-p)]$ and evaluates it at the endpoints.

```lean
/-- Closed form of the exchange integral of a one-dimensional Fermi sea `[-k, k]` with
interaction `exp(-κ|x|)`. -/
theorem exchangeIntegral_eq {κ : ℝ} (hκ : 0 < κ) (k : ℝ) :
    exchangeIntegral κ k =
      8 * k * Real.arctan (2 * k / κ) - 2 * κ * Real.log (1 + 4 * k ^ 2 / κ ^ 2) := by
  have hder : ∀ p : ℝ, HasDerivAt
      (fun p : ℝ => 2 * (arctanPrimitive κ (k + p) - arctanPrimitive κ (k - p)))
      (2 * (Real.arctan ((k - p) / κ) + Real.arctan ((k + p) / κ))) p := by
    intro p
    have h1 := (hasDerivAt_arctanPrimitive hκ.ne' (k + p)).comp_const_add k p
    have h2 := (hasDerivAt_arctanPrimitive hκ.ne' (k - p)).comp_const_sub k p
    exact ((h1.fun_sub h2).const_mul 2).congr_deriv (by ring)
  have c1 : Continuous fun p : ℝ => Real.arctan ((k - p) / κ) :=
    Real.continuous_arctan.comp (by fun_prop : Continuous fun p : ℝ => (k - p) / κ)
  have c2 : Continuous fun p : ℝ => Real.arctan ((k + p) / κ) :=
    Real.continuous_arctan.comp (by fun_prop : Continuous fun p : ℝ => (k + p) / κ)
  have h0 : arctanPrimitive κ 0 = 0 := by simp [arctanPrimitive]
  simp only [exchangeIntegral, exchangeField_eq hκ]
  rw [intervalIntegral.integral_eq_sub_of_hasDerivAt (fun p _ => hder p)
    ((continuous_const.mul (c1.add c2)).intervalIntegrable _ _),
    add_neg_cancel k, sub_neg_eq_add k k, sub_self k, ← two_mul k, h0]
  -- only the momentum difference `2k` between the Fermi points survives
  rw [arctanPrimitive, show (2 * k / κ) ^ 2 = 4 * k ^ 2 / κ ^ 2 by ring]
  ring
```

## Changing the density, and an upper bound

The derivative theorem writes $I(k)=4A(2k)$ and applies the chain rule. With density $n=k/\pi$ per spin species, it identifies the exchange part of the chemical potential in this model with the exchange self-energy at the Fermi point, $-v_0F(k)/2\pi$.

```lean
/-- The rate of change of the exchange integral with the Fermi momentum is four times the
exchange field at the Fermi point. -/
theorem hasDerivAt_exchangeIntegral {κ : ℝ} (hκ : 0 < κ) (k : ℝ) :
    HasDerivAt (exchangeIntegral κ) (4 * exchangeField κ k k) k := by
  have h : exchangeIntegral κ = fun s => 4 * arctanPrimitive κ (2 * s) := by
    funext s
    rw [exchangeIntegral_eq hκ, arctanPrimitive,
      show (2 * s / κ) ^ 2 = 4 * s ^ 2 / κ ^ 2 by ring]
    ring
  have hcomp : HasDerivAt (fun s : ℝ => arctanPrimitive κ (2 * s))
      (Real.arctan (2 * k / κ) * (2 * 1)) k :=
    HasDerivAt.comp k (h := fun s : ℝ => 2 * s)
      (hasDerivAt_arctanPrimitive hκ.ne' (2 * k)) ((hasDerivAt_id' k).const_mul 2)
  rw [h]
  refine (hcomp.const_mul 4).congr_deriv ?_
  rw [exchangeField_eq hκ, sub_self, zero_div, Real.arctan_zero, ← two_mul k]
  ring
```

The bound combines the two inequalities used above, `Real.arctan_lt_pi_div_two` and the positivity of the logarithm.

```lean
/-- For a Fermi sea with `k > 0` the exchange integral is smaller than `4πk`, for every `κ > 0`. -/
theorem exchangeIntegral_lt {κ k : ℝ} (hκ : 0 < κ) (hk : 0 < k) :
    exchangeIntegral κ k < 4 * Real.pi * k := by
  have hpos : 0 < 4 * k ^ 2 / κ ^ 2 := by positivity
  have hlog : 0 < Real.log (1 + 4 * k ^ 2 / κ ^ 2) := Real.log_pos (by linarith)
  have h1 := mul_pos hκ hlog
  have h2 := mul_pos hk (sub_pos.mpr (Real.arctan_lt_pi_div_two (2 * k / κ)))
  rw [exchangeIntegral_eq hκ]
  nlinarith [h1, h2]

end

end FermiSeaExchange
```

```lean
#print axioms FermiSeaExchange.exchangeIntegral_eq
#print axioms FermiSeaExchange.hasDerivAt_exchangeIntegral
#print axioms FermiSeaExchange.exchangeIntegral_lt
```

```
'FermiSeaExchange.exchangeIntegral_eq' depends on axioms: [propext, Classical.choice, Quot.sound]
'FermiSeaExchange.hasDerivAt_exchangeIntegral' depends on axioms: [propext, Classical.choice, Quot.sound]
'FermiSeaExchange.exchangeIntegral_lt' depends on axioms: [propext, Classical.choice, Quot.sound]
```
